# For $0<d<E$, splitting a self-energy pole at $E$ into poles at $E\pm d$ is a bounded change on the imaginary axis and an unbounded one near $E$

To ask whether imaginary-frequency data can distinguish two nearby self-energy poles from one, we model the self-energy as an explicit function of a complex frequency $z$, with real poles and fixed weights. Energies are measured from the chemical potential, so the imaginary axis passes through it. The letter $E$ denotes a pole position, not a quasiparticle energy, and $d$ is half the splitting.

```lean
import Mathlib

open Complex

namespace SplitPoleSelfEnergy

noncomputable section
```

The first candidate has unit-weight poles at $E-d$ and $E+d$:

$$\Sigma_{\rm s}(z)=\frac1{z-E-d}+\frac1{z-E+d}.$$

```lean
/-- For `d ≠ 0`, the self-energy with two poles of unit weight at `E - d` and `E + d`; the formula
represents it at frequencies `z` different from both poles. -/
def splitSelfEnergy (E d : ℝ) (z : ℂ) : ℂ := 1 / (z - E - d) + 1 / (z - E + d)
```

The second puts the same total weight at the centre, $\Sigma_{\rm m}(z)=2/(z-E)$. Lean gives both functions a value at their poles too, but the theorems compare them only away from the poles.

```lean
/-- Self-energy with a single pole of weight two at `E`; the formula represents it at frequencies
`z ≠ E`. -/
def mergedSelfEnergy (E : ℝ) (z : ℂ) : ℂ := 2 / (z - E)
```

## The difference as a single fraction

With $u=z-E$, the two split poles add up to $2u/(u^2-d^2)$, so

$$\Sigma_{\rm s}-\Sigma_{\rm m}=\frac{2u^2-2(u^2-d^2)}{u(u^2-d^2)}=\frac{2d^2}{u(u-d)(u+d)}.$$

The hypotheses `h0`, `h1` and `h2` say that $z$ is none of the three poles. The proof combines the fractions, cross-multiplies and leaves the polynomial identity to `ring`.

```lean
/-- Away from the three poles, the split and merged self-energies differ by
`2 d² / ((z - E) (z - E - d) (z - E + d))`. -/
theorem split_sub_merged (E d : ℝ) (z : ℂ) (h0 : z - E ≠ 0)
    (h1 : z - E - d ≠ 0) (h2 : z - E + d ≠ 0) :
    splitSelfEnergy E d z - mergedSelfEnergy E z
      = 2 * (d : ℂ) ^ 2 / ((z - E) * ((z - E - d) * (z - E + d))) := by
  unfold splitSelfEnergy mergedSelfEnergy
  rw [div_add_div _ _ h1 h2, div_sub_div _ _ (mul_ne_zero h1 h2) h0,
    div_eq_div_iff (mul_ne_zero (mul_ne_zero h1 h2) h0)
      (mul_ne_zero h0 (mul_ne_zero h1 h2))]
  ring
```

## A bounded difference on the imaginary axis

At $z=i\omega$, written `ω * I`, the distance to a real pole $a>0$ is $\sqrt{\omega^2+a^2}\ge a$. The three factors therefore have moduli at least $E$, $E+d$ and $E-d$, and

$$|\Sigma_{\rm s}(i\omega)-\Sigma_{\rm m}(i\omega)|\le\frac{2d^2}{E(E^2-d^2)}.$$

In the proof, `key` obtains the distance estimate from the real part, and `h1`, `h2` and `h3` apply it to the three poles.

The condition $d<E$ cannot be relaxed to $d\le E$. For $E=d=1$ one split pole sits at $z=0$, and the difference grows without bound as $\omega\to0$.

```lean
/-- For `0 < d < E`, the two self-energies differ at every imaginary frequency by at most
`2 d² / (E (E² - d²))`. -/
theorem imaginary_axis_bound {E d : ℝ} (hd : 0 < d) (hdE : d < E) (ω : ℝ) :
    ‖splitSelfEnergy E d (ω * I) - mergedSelfEnergy E (ω * I)‖
      ≤ 2 * d ^ 2 / (E * (E ^ 2 - d ^ 2)) := by
  have hE : 0 < E := hd.trans hdE
  -- the distance from the imaginary axis to a real pole is at least its energy
  have key : ∀ a : ℝ, a ≤ ‖(ω : ℂ) * I - (a : ℂ)‖ := by
    intro a
    have h := Complex.abs_re_le_norm ((ω : ℂ) * I - (a : ℂ))
    have hre : ((ω : ℂ) * I - (a : ℂ)).re = -a := by simp
    rw [hre, abs_neg] at h
    exact (le_abs_self a).trans h
  have h1 := key E
  have h2 : E + d ≤ ‖(ω : ℂ) * I - E - d‖ := by
    have e : (ω : ℂ) * I - E - d = (ω : ℂ) * I - ((E + d : ℝ) : ℂ) := by
      push_cast; ring
    rw [e]; exact key _
  have h3 : E - d ≤ ‖(ω : ℂ) * I - E + d‖ := by
    have e : (ω : ℂ) * I - E + d = (ω : ℂ) * I - ((E - d : ℝ) : ℂ) := by
      push_cast; ring
    rw [e]; exact key _
  have p2 : 0 < E + d := by linarith
  have p3 : 0 < E - d := by linarith
  have hn : ‖2 * (d : ℂ) ^ 2‖ = 2 * d ^ 2 := by simp
  rw [split_sub_merged E d _ (norm_pos_iff.1 (hE.trans_le h1))
    (norm_pos_iff.1 (p2.trans_le h2)) (norm_pos_iff.1 (p3.trans_le h3)),
    norm_div, hn, norm_mul, norm_mul,
    show E ^ 2 - d ^ 2 = (E + d) * (E - d) by ring]
  exact div_le_div_of_nonneg_left (by positivity) (mul_pos hE (mul_pos p2 p3))
    (mul_le_mul h1 (mul_le_mul h2 h3 p3.le (norm_nonneg _))
      (mul_pos p2 p3).le (norm_nonneg _))
```

At $\omega=0$ the denominator is $(-E)(-E-d)(-E+d)=-E(E^2-d^2)$. The difference is then a negative real number whose modulus equals the bound, so no smaller constant would do.

```lean
/-- For `0 < d < E`, the difference at zero frequency has modulus exactly
`2 d² / (E (E² - d²))`. -/
theorem bound_attained_at_zero {E d : ℝ} (hd : 0 < d) (hdE : d < E) :
    ‖splitSelfEnergy E d 0 - mergedSelfEnergy E 0‖
      = 2 * d ^ 2 / (E * (E ^ 2 - d ^ 2)) := by
  have hE : 0 < E := hd.trans hdE
  have h0 : (0 : ℂ) - E ≠ 0 := by
    have h : ((0 - E : ℝ) : ℂ) ≠ 0 := Complex.ofReal_ne_zero.2 (ne_of_lt (by linarith))
    rwa [Complex.ofReal_sub, Complex.ofReal_zero] at h
  have h1 : (0 : ℂ) - E - d ≠ 0 := by
    have h : ((0 - E - d : ℝ) : ℂ) ≠ 0 :=
      Complex.ofReal_ne_zero.2 (ne_of_lt (by linarith))
    rwa [Complex.ofReal_sub, Complex.ofReal_sub, Complex.ofReal_zero] at h
  have h2 : (0 : ℂ) - E + d ≠ 0 := by
    have h : ((0 - E + d : ℝ) : ℂ) ≠ 0 :=
      Complex.ofReal_ne_zero.2 (ne_of_lt (by linarith))
    rwa [Complex.ofReal_add, Complex.ofReal_sub, Complex.ofReal_zero] at h
  have hD : 0 < E ^ 2 - d ^ 2 := by nlinarith
  have hpos : 0 < 2 * d ^ 2 / (E * (E ^ 2 - d ^ 2)) :=
    div_pos (by positivity) (mul_pos hE hD)
  have e : splitSelfEnergy E d 0 - mergedSelfEnergy E 0
      = ((-(2 * d ^ 2 / (E * (E ^ 2 - d ^ 2))) : ℝ) : ℂ) := by
    rw [split_sub_merged E d 0 h0 h1 h2,
      show ((0 : ℂ) - E) * ((0 - E - d) * (0 - E + d))
        = -((E : ℂ) * ((E : ℂ) ^ 2 - (d : ℂ) ^ 2)) by ring, div_neg]
    push_cast
    rfl
  rw [e, Complex.norm_real, Real.norm_eq_abs, abs_neg, abs_of_pos hpos]
```

## A large difference near $E$

For $0<|u|<d$, the triangle inequality gives $|u^2-d^2|\le|u|^2+d^2\le2d^2$, hence

$$|\Sigma_{\rm s}-\Sigma_{\rm m}|\ge\frac{2d^2}{|u|\,2d^2}=\frac1{|z-E|}.$$

The proof calls the estimate of the product `hP`. Since $z$ may be complex, the result includes a broadened frequency $z=E+i\eta$ with $0<\eta<d$, where the difference is at least $1/\eta$.

```lean
/-- At a complex frequency `z ≠ E` closer to `E` than `d`, the two self-energies differ
by at least `1 / |z - E|`. -/
theorem near_level_lower_bound {E d : ℝ} {z : ℂ} (hz : 0 < ‖z - E‖) (hzd : ‖z - E‖ < d) :
    1 / ‖z - E‖ ≤ ‖splitSelfEnergy E d z - mergedSelfEnergy E z‖ := by
  have hd : 0 < d := hz.trans hzd
  have hnd : ‖(d : ℂ)‖ = d := by
    rw [Complex.norm_real, Real.norm_eq_abs, abs_of_pos hd]
  have h1 : z - E - d ≠ 0 := by
    intro h
    rw [sub_eq_zero.1 h, hnd] at hzd
    exact lt_irrefl _ hzd
  have h2 : z - E + d ≠ 0 := by
    intro h
    rw [eq_neg_of_add_eq_zero_left h, norm_neg, hnd] at hzd
    exact lt_irrefl _ hzd
  -- the product of the distances to the two split poles is at most `2 d²`
  have hP : ‖(z - E - d) * (z - E + d)‖ ≤ 2 * d ^ 2 := by
    have h := norm_sub_le ((z - E) ^ 2) ((d : ℂ) ^ 2)
    rw [norm_pow, norm_pow, hnd] at h
    rw [show (z - E - d) * (z - E + d) = (z - E) ^ 2 - (d : ℂ) ^ 2 by ring]
    nlinarith
  have hn : ‖2 * (d : ℂ) ^ 2‖ = 2 * d ^ 2 := by simp
  rw [split_sub_merged E d z (norm_pos_iff.1 hz) h1 h2, norm_div, hn, norm_mul,
    div_le_div_iff₀ hz (mul_pos hz (norm_pos_iff.2 (mul_ne_zero h1 h2)))]
  nlinarith [mul_le_mul_of_nonneg_left hP hz.le]
```

Given any bound $M$ and any radius $r>0$, choose $t>0$ below $d$, $r$ and $1/(|M|+1)$. At the real frequency $x=E+t$ the difference is at least $1/t>|M|+1>M$. The conditions $x\ne E$ and $|x-E|<d$ keep $x$ off all three poles.

```lean
/-- For `0 < d < E`, the split and merged self-energies agree to within
`2 d² / (E (E² - d²))` on the whole imaginary axis, while their difference exceeds any
bound `M` at real frequencies, off the poles, arbitrarily close to `E`. -/
theorem hidden_level_splitting {E d : ℝ} (hd : 0 < d) (hdE : d < E) :
    (∀ ω : ℝ, ‖splitSelfEnergy E d (ω * I) - mergedSelfEnergy E (ω * I)‖
      ≤ 2 * d ^ 2 / (E * (E ^ 2 - d ^ 2))) ∧
    ∀ M r : ℝ, 0 < r → ∃ x : ℝ, x ≠ E ∧ |x - E| < d ∧ |x - E| < r ∧
      M < ‖splitSelfEnergy E d x - mergedSelfEnergy E x‖ := by
  refine ⟨imaginary_axis_bound hd hdE, fun M r hr => ?_⟩
  have hM : 0 < |M| + 1 := by positivity
  -- a detuning `t` below `d`, `r` and `1 / (|M| + 1)`
  obtain ⟨t, ht, htm⟩ := exists_between (lt_min (lt_min hd hr) (one_div_pos.2 hM))
  have htd : t < d := htm.trans_le ((min_le_left _ _).trans (min_le_left _ _))
  have htr : t < r := htm.trans_le ((min_le_left _ _).trans (min_le_right _ _))
  have htM : t * (|M| + 1) < 1 := (lt_div_iff₀ hM).1 (htm.trans_le (min_le_right _ _))
  have hx : |E + t - E| = t := by rw [add_sub_cancel_left, abs_of_pos ht]
  have hnorm : ‖((E + t : ℝ) : ℂ) - E‖ = t := by
    rw [← Complex.ofReal_sub, Complex.norm_real, Real.norm_eq_abs, hx]
  have hlow := near_level_lower_bound (E := E) (d := d) (z := ((E + t : ℝ) : ℂ))
    (by rw [hnorm]; exact ht) (by rw [hnorm]; exact htd)
  rw [hnorm] at hlow
  refine ⟨E + t, by linarith [ht] |> fun h : E < E + t => h.ne', by rwa [hx],
    by rwa [hx], lt_of_lt_of_le ?_ hlow⟩
  rw [lt_div_iff₀ ht]
  nlinarith [mul_le_mul_of_nonneg_right (le_abs_self M) ht.le]
```

## Inverse-cube decay away from the chemical potential

If $E\ge2d$, then $d^2\le E^2/4$ and $E^2-d^2\ge\tfrac34E^2$. The imaginary-axis bound becomes

$$\frac{2d^2}{E(E^2-d^2)}\le\frac{8d^2}{3E^3},$$

which at fixed splitting falls as the inverse cube of the distance from the chemical potential. The theorem takes $E>0$. Reversing the signs of $z$ and $E$ only reverses the sign of both self-energies, so the same bound, with $|E|$ in place of $E$, holds for poles below the chemical potential.

```lean
/-- For `E ≥ 2 d > 0`, the split and merged self-energies differ at every imaginary frequency by at
most `8 d² / (3 E³)`. -/
theorem deep_level_bound {E d : ℝ} (hd : 0 < d) (hdE : 2 * d ≤ E) (ω : ℝ) :
    ‖splitSelfEnergy E d (ω * I) - mergedSelfEnergy E (ω * I)‖
      ≤ 8 * d ^ 2 / (3 * E ^ 3) := by
  have hE : 0 < E := by linarith
  have h4 : 0 ≤ E ^ 2 - 4 * d ^ 2 := by nlinarith
  have hD : 0 < E ^ 2 - d ^ 2 := by nlinarith [pow_pos hd 2]
  refine (imaginary_axis_bound hd (by linarith) ω).trans ?_
  rw [div_le_div_iff₀ (mul_pos hE hD) (by positivity)]
  nlinarith [mul_nonneg (mul_nonneg (sq_nonneg d) hE.le) h4]
```

## One data set, two self-energies

Let $g(\omega)$ be the average of $\Sigma_{\rm s}(i\omega)$ and $\Sigma_{\rm m}(i\omega)$. It lies half their difference from each, so within $d^2/(E(E^2-d^2))$ of both. Choose a real $x$ near $E$ where the two self-energies differ by more than $2M$. If a reconstructed value $v$ were within $M$ of both, the triangle inequality would make them differ by at most $2M$, a contradiction.

In Lean, a reconstruction `R` is any map from data on the whole imaginary axis to a function of complex frequency. Both $g$ and $x$ are fixed before `R`; which self-energy is missed may depend on `R`.

```lean
/-- For `0 < d < E` and any `M`, some imaginary-axis data lie within `d² / (E (E² - d²))` of
both self-energies, and at some real frequency off the poles every reconstruction `R` from
these data misses one of the two by more than `M`. -/
theorem continuation_error {E d : ℝ} (hd : 0 < d) (hdE : d < E) (M : ℝ) :
    ∃ (g : ℝ → ℂ) (x : ℝ),
      (∀ ω : ℝ, ‖g ω - splitSelfEnergy E d (ω * I)‖ ≤ d ^ 2 / (E * (E ^ 2 - d ^ 2))) ∧
      (∀ ω : ℝ, ‖g ω - mergedSelfEnergy E (ω * I)‖ ≤ d ^ 2 / (E * (E ^ 2 - d ^ 2))) ∧
      x ≠ E ∧ |x - E| < d ∧
      ∀ R : (ℝ → ℂ) → ℂ → ℂ,
        M < ‖R g x - splitSelfEnergy E d x‖ ∨ M < ‖R g x - mergedSelfEnergy E x‖ := by
  obtain ⟨hb, hu⟩ := hidden_level_splitting hd hdE
  obtain ⟨x, hxE, hxd, -, hx⟩ := hu (2 * M) d hd
  -- the average of two numbers is half their distance away from each
  have half : ∀ a b : ℂ, ‖(a + b) / 2 - a‖ = ‖a - b‖ / 2 ∧
      ‖(a + b) / 2 - b‖ = ‖a - b‖ / 2 := by
    intro a b
    constructor
    · rw [show (a + b) / 2 - a = -((a - b) / 2) by ring, norm_neg, norm_div]
      simp
    · rw [show (a + b) / 2 - b = (a - b) / 2 by ring, norm_div]
      simp
  have hb' : ∀ ω : ℝ, ‖splitSelfEnergy E d (ω * I) - mergedSelfEnergy E (ω * I)‖ / 2
      ≤ d ^ 2 / (E * (E ^ 2 - d ^ 2)) := by
    intro ω
    have h := hb ω
    rw [mul_div_assoc] at h
    linarith
  refine ⟨fun ω => (splitSelfEnergy E d (ω * I) + mergedSelfEnergy E (ω * I)) / 2, x,
    fun ω => (half _ _).1.trans_le (hb' ω), fun ω => (half _ _).2.trans_le (hb' ω),
    hxE, hxd, fun R => ?_⟩
  -- one reconstructed value cannot be close to two distant ones
  generalize R _ (x : ℂ) = v
  by_contra hcon
  rw [not_or, not_lt, not_lt] at hcon
  have h := norm_sub_le (v - mergedSelfEnergy E x) (v - splitSelfEnergy E d x)
  rw [sub_sub_sub_cancel_left] at h
  linarith [hcon.1, hcon.2]

end

end SplitPoleSelfEnergy
```

In many low-scaling $GW$ calculations, the self-energy is computed at imaginary frequencies, fitted, for instance by a Padé approximant, and evaluated at a real energy in the quasiparticle equation. Take $E=20$ eV, $d=1$ eV and pole weights of 1 eV² and 2 eV² in place of 1 and 2. The two candidates then differ by at most about 0.25 meV on the imaginary axis, but by about 20 eV at a real frequency 0.1 eV from $E$. Adding the same further poles to both candidates leaves their difference unchanged. The model does, however, give the two split poles equal weights, whereas the pole weights of a real $GW$ self-energy depend on the state and generally differ.

```lean
#print axioms SplitPoleSelfEnergy.bound_attained_at_zero
#print axioms SplitPoleSelfEnergy.hidden_level_splitting
#print axioms SplitPoleSelfEnergy.deep_level_bound
#print axioms SplitPoleSelfEnergy.continuation_error
```

```
'SplitPoleSelfEnergy.bound_attained_at_zero' depends on axioms: [propext, Classical.choice, Quot.sound]
'SplitPoleSelfEnergy.hidden_level_splitting' depends on axioms: [propext, Classical.choice, Quot.sound]
'SplitPoleSelfEnergy.deep_level_bound' depends on axioms: [propext, Classical.choice, Quot.sound]
'SplitPoleSelfEnergy.continuation_error' depends on axioms: [propext, Classical.choice, Quot.sound]
```
